# Occupations between zero and one make the Hartree–Fock particle-hole matrix positive semidefinite

A variational calculation on two-particle density matrices replaces the wavefunction by a list of matrix conditions. If one of those conditions rejected a Slater determinant, the minimum could lie above the true ground-state energy, and the calculation would no longer be guaranteed to give a lower bound. One common condition is that the particle-hole matrix be positive semidefinite. In a finite orthonormal orbital basis, the mean-field pair matrix passes it whenever the one-particle density matrix $g$ and its complement $1-g$ are positive semidefinite; correlated pair matrices are a separate matter.

## From the definitions to a sum of two positive matrices

Let $i,j,k,l$ label $M$ orthonormal spin orbitals, with creation operators $c_i^\dagger$, and let $g(i,k)=\langle c_i^\dagger c_k\rangle$. The antisymmetrised product of $g$ with itself is

$$D_0(ij,kl)=g(i,k)g(j,l)-g(i,l)g(j,k).$$

For a Slater determinant this is $\langle c_i^\dagger c_j^\dagger c_l c_k\rangle$. For a general pair matrix $D$ in the same convention, moving $c_l^\dagger$ to the left of $c_j$ in $\langle c_i^\dagger c_j c_l^\dagger c_k\rangle$ gives the particle-hole matrix

$$G(ij,kl)=\delta_{jl}\,g(i,k)-D(il,kj).$$

Put $D=D_0$. Replacing $j$ by $l$ and $l$ by $j$ in the definition of $D_0$,

$$D_0(il,kj)=g(i,k)g(l,j)-g(i,j)g(l,k),$$

and therefore

$$G(ij,kl)=g(i,k)\bigl(\delta_{jl}-g(l,j)\bigr)+g(i,j)g(l,k).$$

Call the first term $C(ij,kl)$, the connected part. Its second factor is the $(j,l)$ entry of $(1-g)^T$, so $C=g\otimes(1-g)^T$.

Suppose that $g$ and $1-g$ are positive semidefinite, which says that all natural occupations lie between 0 and 1, as the Pauli principle requires. The transpose of a positive semidefinite matrix $B$ is again one, because $x^\dagger B^Tx=\bar x^\dagger B\bar x\ge 0$. Write $g=X^\dagger X$ and $(1-g)^T=Y^\dagger Y$. Then $C=(X\otimes Y)^\dagger(X\otimes Y)$ is positive semidefinite.

For the second term, let $v$ be the vector on pairs with $v(i,j)=g(i,j)$. Since $g$ is Hermitian, $g(l,k)=\overline{g(k,l)}$, and the term is $v(i,j)\overline{v(k,l)}$, that is, $vv^\dagger$. Hence $G=C+vv^\dagger$ is positive semidefinite.

The order of indices matters here. Writing $g(k,l)$ for $g(l,k)$ turns $vv^\dagger$ into $vv^T$, which for complex orbitals is generally not even Hermitian. A test with real symmetric $g$ will not reveal the slip.

## What the connected part knows about occupations

For Hermitian $g$ the statement about $C$ has a converse. Take any orbital amplitude $a$ and set $x(i,j)=a_i\bar a_j$. Then

$$x^\dagger Cx=\sum_{ijkl}\bar a_i a_j\,g(i,k)(1-g)(l,j)\,a_k\bar a_l=pq,$$

with $p=a^\dagger g a$ and $q=a^\dagger(1-g)a$. Both are real, and $p+q=a^\dagger a\ge0$. If $C$ is positive semidefinite, then $pq\ge0$. Were $p$ negative, $q\ge-p$ would be positive and $pq$ negative, a contradiction; the same argument applies to $q$. So $g$ and $1-g$ are both positive semidefinite.

Positivity of the full matrix $G$ does not imply these bounds on the occupations. With one orbital, $G=g(1-g)+g^2=g$, so the forbidden occupation $g=2$ gives the acceptable value $G=2$, while $C=-2$.

If $g^2=g$ and $\operatorname{tr}g=N$, then $(1-g)^2=1-2g+g^2=1-g$, and so

$$C^2=g^2\otimes\bigl((1-g)^2\bigr)^T=C,\qquad \operatorname{tr}C=\operatorname{tr}g\,\operatorname{tr}(1-g)=N(M-N).$$

For a determinant, this trace counts the pairs of one occupied and one virtual orbital.

## The matrices in Lean

The finite type `n` is the set of orbitals, and a two-index object is a complex matrix on `n × n`.

```lean
import Mathlib

open Matrix
open scoped Kronecker ComplexOrder

namespace HartreeFockParticleHole

noncomputable section

variable {n : Type*} [Fintype n] [DecidableEq n]
```

With `p` standing for $(i,j)$ and `q` for $(k,l)$, `hfPair` is $D_0$. There is no factor $1/2$.

```lean
/-- The antisymmetrised product `D0(ij,kl) = g(i,k) g(j,l) - g(i,l) g(j,k)` of a
one-particle density matrix with itself. -/
def hfPair (g : Matrix n n ℂ) : Matrix (n × n) (n × n) ℂ :=
  Matrix.of fun p q => g p.1 q.1 * g p.2 q.2 - g p.1 q.2 * g p.2 q.1
```

The matrix `phMatrix` accepts any $D$. The identity matrix supplies $\delta_{jl}$, which is where orthonormality of the orbitals enters, and `D (p.1, q.2) (q.1, p.2)` is $D(il,kj)$.

```lean
/-- The particle-hole matrix `G(ij,kl) = δ_jl g(i,k) - D(il,kj)` built from a one-particle
density matrix `g` and a two-particle density matrix `D`. -/
def phMatrix (g : Matrix n n ℂ) (D : Matrix (n × n) (n × n) ℂ) :
    Matrix (n × n) (n × n) ℂ :=
  Matrix.of fun p q => (1 : Matrix n n ℂ) p.2 q.2 * g p.1 q.1 - D (p.1, q.2) (q.1, p.2)
```

The connected part subtracts the product of the two averages, $g(i,j)g(l,k)$.

```lean
/-- The connected part of the particle-hole matrix: `G(ij,kl) - g(i,j) g(l,k)`. -/
def phConnected (g : Matrix n n ℂ) (D : Matrix (n × n) (n × n) ℂ) :
    Matrix (n × n) (n × n) ℂ :=
  Matrix.of fun p q => phMatrix g D p q - g p.1 p.2 * g q.2 q.1
```

## The entry formula and the Kronecker product

The first theorem is the formula for $G(ij,kl)$. It is pure algebra and needs no hypothesis on $g$: the definitions are unfolded and `ring` collects the terms.

```lean
omit [Fintype n] in
/-- For the antisymmetrised product, the particle-hole matrix is
`G(ij,kl) = g(i,k) (δ_jl - g(l,j)) + g(i,j) g(l,k)`. -/
theorem phMatrix_hf_apply (g : Matrix n n ℂ) (i j k l : n) :
    phMatrix g (hfPair g) (i, j) (k, l)
      = g i k * ((1 : Matrix n n ℂ) j l - g l j) + g i j * g l k := by
  simp only [phMatrix, hfPair, Matrix.of_apply]
  ring
```

Next, $C=g\otimes(1-g)^T$, again for every $g$. The transpose produces $\delta_{lj}$ where the formula has $\delta_{jl}$, and `hδ` identifies the two.

```lean
omit [Fintype n] in
/-- For the antisymmetrised product, the connected particle-hole matrix is the Kronecker
product of `g` with the transpose of `1 - g`. -/
theorem phConnected_hf_eq_kronecker (g : Matrix n n ℂ) :
    phConnected g (hfPair g) = g ⊗ₖ (1 - g)ᵀ := by
  ext ⟨i, j⟩ ⟨k, l⟩
  have hδ : (1 : Matrix n n ℂ) l j = (1 : Matrix n n ℂ) j l := by
    simp only [Matrix.one_apply, eq_comm]
  simp only [phConnected, Matrix.of_apply, phMatrix_hf_apply, Matrix.kroneckerMap_apply,
    Matrix.transpose_apply, Matrix.sub_apply, hδ]
  ring
```

The factorisation $x^\dagger(A\otimes B^T)x=(a^\dagger Aa)(a^\dagger Ba)$ is proved for arbitrary square matrices. Here `star` is complex conjugation, `*ᵥ` applies a matrix to a vector and `⬝ᵥ` is the sum of products. The step `hB` rewrites $a^\dagger Ba$ as $a^TB^T\bar a$, and `hin` shows that the Kronecker product acts on each factor of $x$ separately.

```lean
omit [DecidableEq n] in
/-- In the pair amplitude `x(i,j) = a_i conj(a_j)`, the expectation value of `A ⊗ Bᵀ` is the
product of the expectation values of `A` and `B` in the orbital `a`. -/
theorem kronecker_expectation (A B : Matrix n n ℂ) (a : n → ℂ) :
    star (fun p : n × n => a p.1 * star (a p.2)) ⬝ᵥ
        ((A ⊗ₖ Bᵀ) *ᵥ (fun p : n × n => a p.1 * star (a p.2)))
      = (star a ⬝ᵥ A *ᵥ a) * (star a ⬝ᵥ B *ᵥ a) := by
  have hB : star a ⬝ᵥ B *ᵥ a = a ⬝ᵥ Bᵀ *ᵥ star a := by
    rw [Matrix.mulVec_transpose, Matrix.dotProduct_mulVec (star a) B a]
    exact dotProduct_comm _ _
  -- the Kronecker product acts on each factor separately
  have hin : ∀ i j, ((A ⊗ₖ Bᵀ) *ᵥ (fun p : n × n => a p.1 * star (a p.2))) (i, j)
      = (A *ᵥ a) i * (Bᵀ *ᵥ star a) j := by
    intro i j
    simp only [Matrix.mulVec, dotProduct, Fintype.sum_prod_type, Matrix.kroneckerMap_apply,
      Finset.sum_mul_sum, Pi.star_apply]
    refine Finset.sum_congr rfl fun k _ => Finset.sum_congr rfl fun l _ => ?_
    ring
  rw [hB]
  simp only [dotProduct, Fintype.sum_prod_type, hin, Finset.sum_mul_sum, Pi.star_apply,
    star_mul', star_star]
  refine Finset.sum_congr rfl fun i _ => Finset.sum_congr rfl fun j _ => ?_
  ring
```

## Positivity of the full matrix

`PosSemidef` includes Hermiticity, so the hypotheses are exactly that $g$ and $1-g$ are Hermitian with nonnegative expectation values. They are assumed, not derived from a many-electron state, and the conclusion concerns $G$ alone: it does not assert that $D_0$ comes from an $N$-electron state.

The equation `hsplit` is $G=C+vv^\dagger$, with `vecMulVec` forming the outer product and `hs` providing $\overline{g(k,l)}=g(l,k)$. The last line adds the two positive matrices.

```lean
/-- If `g` and `1 - g` are positive semidefinite, then so is the particle-hole matrix built
from `g` and its antisymmetrised product. -/
theorem phMatrix_hf_posSemidef {g : Matrix n n ℂ} (hg : g.PosSemidef)
    (hg' : (1 - g).PosSemidef) : (phMatrix g (hfPair g)).PosSemidef := by
  -- split off the outer product `v v†`, where `v` is `g` read as a vector on pairs
  have hsplit : phMatrix g (hfPair g) = g ⊗ₖ (1 - g)ᵀ
      + Matrix.vecMulVec (fun p : n × n => g p.1 p.2) (star fun p : n × n => g p.1 p.2) := by
    rw [← phConnected_hf_eq_kronecker]
    ext ⟨i, j⟩ ⟨k, l⟩
    have hs : star (g k l) = g l k := hg.isHermitian.apply l k
    simp only [phConnected, Matrix.add_apply, Matrix.of_apply, Matrix.vecMulVec_apply,
      Pi.star_apply, hs]
    ring
  rw [hsplit]
  exact (hg.kronecker hg'.transpose).add (Matrix.posSemidef_vecMulVec_self_star _)
```

## The equivalence for the connected part

Here $g$ is assumed only Hermitian. The direction from occupations to $C$ is the Kronecker argument once more. For the other, `him` shows that the expectation values are real, `h0` is the inequality $pq\ge0$ and `hsum` is $p+q=a^\dagger a$, where $p$ and $q$ are again the two expectation values and not pairs of indices. In Lean, `0 ≤ z` for complex `z` means that the real part is nonnegative and the imaginary part zero, so the proof passes to real parts, reaches the contradiction by `nlinarith`, and then returns to complex numbers.

```lean
/-- For Hermitian `g`, the connected particle-hole matrix of the antisymmetrised product is
positive semidefinite if and only if both `g` and `1 - g` are. -/
theorem phConnected_hf_posSemidef_iff {g : Matrix n n ℂ} (hg : g.IsHermitian) :
    (phConnected g (hfPair g)).PosSemidef ↔ g.PosSemidef ∧ (1 - g).PosSemidef := by
  rw [phConnected_hf_eq_kronecker]
  refine ⟨fun h => ?_, fun h => h.1.kronecker h.2.transpose⟩
  have hg' : (1 - g).IsHermitian := Matrix.isHermitian_one.sub hg
  -- expectation values of Hermitian matrices are real
  have him : ∀ A : Matrix n n ℂ, A.IsHermitian → ∀ a : n → ℂ,
      (star a ⬝ᵥ A *ᵥ a).im = 0 := by
    intro A hA a
    apply Complex.conj_eq_iff_im.mp
    change star (star a ⬝ᵥ A *ᵥ a) = _
    rw [← Matrix.star_dotProduct, Matrix.star_mulVec, hA.eq, ← Matrix.dotProduct_mulVec]
  have key : ∀ a : n → ℂ, 0 ≤ star a ⬝ᵥ g *ᵥ a ∧ 0 ≤ star a ⬝ᵥ (1 - g) *ᵥ a := by
    intro a
    have h0 := h.dotProduct_mulVec_nonneg (fun p : n × n => a p.1 * star (a p.2))
    rw [kronecker_expectation] at h0
    have hs : 0 ≤ star a ⬝ᵥ a := dotProduct_star_self_nonneg a
    have hsum : star a ⬝ᵥ g *ᵥ a + star a ⬝ᵥ (1 - g) *ᵥ a = star a ⬝ᵥ a := by
      rw [← dotProduct_add, ← Matrix.add_mulVec, add_sub_cancel, Matrix.one_mulVec]
    rw [← hsum] at hs
    have hp := him g hg a
    have hq := him (1 - g) hg' a
    generalize star a ⬝ᵥ g *ᵥ a = p at *
    generalize star a ⬝ᵥ (1 - g) *ᵥ a = q at *
    -- two real numbers with nonnegative sum and product are both nonnegative
    have h1 : 0 ≤ p.re * q.re := by
      have := (Complex.le_def.mp h0).1
      rwa [Complex.mul_re, hp, hq, Complex.zero_re, mul_zero, sub_zero] at this
    have h2 : 0 ≤ p.re + q.re := by
      have := (Complex.le_def.mp hs).1
      rwa [Complex.add_re, Complex.zero_re] at this
    have hpr : 0 ≤ p.re := by
      by_contra hc
      have hc' : p.re < 0 := lt_of_not_ge hc
      have hq0 : 0 < q.re := by linarith
      nlinarith [mul_pos (neg_pos.2 hc') hq0]
    have hqr : 0 ≤ q.re := by
      by_contra hc
      have hc' : q.re < 0 := lt_of_not_ge hc
      have hp0 : 0 < p.re := by linarith
      nlinarith [mul_pos (neg_pos.2 hc') hp0]
    exact ⟨Complex.le_def.mpr ⟨hpr, hp.symm⟩, Complex.le_def.mpr ⟨hqr, hq.symm⟩⟩
  exact ⟨Matrix.PosSemidef.of_dotProduct_mulVec_nonneg hg fun a => (key a).1,
    Matrix.PosSemidef.of_dotProduct_mulVec_nonneg hg' fun a => (key a).2⟩
```

The one-orbital example with $g=2$ shows that $C$ cannot be replaced by $G$ in this equivalence. The proof writes the $1\times1$ matrix $G$ as `1 + 1`, and refutes positivity of $1-g$ with the vector whose single entry is 1.

```lean
/-- For a single orbital with `g = 2`, the full particle-hole matrix is positive semidefinite
although `1 - g` is not. -/
theorem phMatrix_posSemidef_overfilled :
    (phMatrix !![(2 : ℂ)] (hfPair !![(2 : ℂ)])).PosSemidef ∧
      ¬ (1 - !![(2 : ℂ)]).PosSemidef := by
  constructor
  · have h : phMatrix !![(2 : ℂ)] (hfPair !![(2 : ℂ)]) = 1 + 1 := by
      ext ⟨i, j⟩ ⟨k, l⟩
      rw [phMatrix_hf_apply]
      fin_cases i; fin_cases j; fin_cases k; fin_cases l
      norm_num [Matrix.add_apply, Matrix.one_apply]
    rw [h]
    exact Matrix.PosSemidef.one.add Matrix.PosSemidef.one
  · intro h
    have h1 := (Complex.le_def.mp (h.dotProduct_mulVec_nonneg (fun _ => 1))).1
    norm_num [Matrix.mulVec, dotProduct] at h1
```

## Idempotent density matrices

The hypotheses are $g^2=g$ and $\operatorname{tr}g=N$, with `N` a complex number and `Fintype.card n` the number $M$ of orbitals. Hermiticity is not required; a determinant in orthonormal orbitals has it as well, and then $C$ is an orthogonal projector. The step `hq` establishes $(1-g)^2=1-g$, after which the product and trace rules for Kronecker products give the two claims.

```lean
/-- If `g` is idempotent with trace `N` in `M` orbitals, the connected particle-hole matrix of
its antisymmetrised product is idempotent with trace `N (M - N)`. -/
theorem phConnected_hf_idempotent {g : Matrix n n ℂ} {N : ℂ} (hg : g * g = g)
    (hN : g.trace = N) :
    phConnected g (hfPair g) * phConnected g (hfPair g) = phConnected g (hfPair g) ∧
      (phConnected g (hfPair g)).trace = N * ((Fintype.card n : ℂ) - N) := by
  have hq : (1 - g) * (1 - g) = 1 - g := by
    linear_combination (norm := noncomm_ring) hg
  rw [phConnected_hf_eq_kronecker]
  constructor
  · rw [← Matrix.mul_kronecker_mul, ← Matrix.transpose_mul, hg, hq]
  · rw [Matrix.trace_kronecker, Matrix.trace_transpose, Matrix.trace_sub, Matrix.trace_one, hN]
```

A concrete case is one electron in the superposition $(\phi_1+\phi_2)/\sqrt2$ of two orbitals, for which all four entries of $g$ are $1/2$. The check below confirms that this $g$ is idempotent with trace 1; the preceding theorem then gives $\operatorname{tr}C=1\cdot(2-1)=1$.

```lean
/-- The two-orbital matrix with all entries `1/2` is idempotent and has trace one. -/
theorem phConnected_hf_idempotent_witness :
    !![(1 / 2 : ℂ), 1 / 2; 1 / 2, 1 / 2] * !![(1 / 2 : ℂ), 1 / 2; 1 / 2, 1 / 2]
        = !![(1 / 2 : ℂ), 1 / 2; 1 / 2, 1 / 2] ∧
      (!![(1 / 2 : ℂ), 1 / 2; 1 / 2, 1 / 2]).trace = 1 := by
  constructor
  · ext i j
    fin_cases i <;> fin_cases j <;> norm_num [Matrix.mul_apply, Fin.sum_univ_succ]
  · norm_num [Matrix.trace_fin_two]

end

end HartreeFockParticleHole
```

```lean
#print axioms HartreeFockParticleHole.phMatrix_hf_posSemidef
-- 'HartreeFockParticleHole.phMatrix_hf_posSemidef' depends on axioms: [propext, Classical.choice, Quot.sound]
#print axioms HartreeFockParticleHole.phConnected_hf_posSemidef_iff
-- 'HartreeFockParticleHole.phConnected_hf_posSemidef_iff' depends on axioms: [propext, Classical.choice, Quot.sound]
#print axioms HartreeFockParticleHole.phMatrix_posSemidef_overfilled
-- 'HartreeFockParticleHole.phMatrix_posSemidef_overfilled' depends on axioms: [propext, Classical.choice, Quot.sound]
#print axioms HartreeFockParticleHole.phConnected_hf_idempotent
-- 'HartreeFockParticleHole.phConnected_hf_idempotent' depends on axioms: [propext, Classical.choice, Quot.sound]
```
